# For 0 < h < 6J, the nearest-neighbour Ising antiferromagnet on a 3a × 3b triangular torus has only up-up-down ground states

**Q:** I cool a triangular Ising antiferromagnet in a field, and the run freezes at some energy. Unless I know the exact minimum, that energy alone doesn't tell me whether I have a ground state or a state with a trapped domain wall. You say that the minimum is −J − h/3 per site. For which model?

**A:** For classical spins s(r) = ±1 at zero temperature, on a finite torus with periods 3a and 3b, where a, b ≥ 1. With e₁ = (1,0) and e₂ = (0,1), the energy is

E = J Σ_r [s(r)s(r+e₁) + s(r)s(r+e₂) + s(r)s(r+e₁+e₂)] − h Σ_r s(r).

For this model with 0 ≤ h ≤ 6J, the result gives a simulation an exact energy to compare with. It says nothing about temperature, quantum exchange or further-neighbour couplings.

```lean
import Mathlib

open Finset

namespace TriangularIsingPlateau

noncomputable section

/-- Sites of the triangular lattice on a torus with periods `3a` and `3b`. -/
abbrev Site (a b : ℕ) := ZMod (3 * a) × ZMod (3 * b)

/-- The lattice step `(1,0)`. -/
def e₁ (a b : ℕ) : Site a b := (1, 0)

/-- The lattice step `(0,1)`. -/
def e₂ (a b : ℕ) : Site a b := (0, 1)

instance neZeroPeriod (a : ℕ) [NeZero a] : NeZero (3 * a) :=
  ⟨mul_ne_zero (by norm_num) (NeZero.ne a)⟩
```

**Q:** A product of two cyclic groups looks like a square lattice. Where is the frustration?

**A:** In the third bond, along e₁+e₂. It gives each site six neighbours and closes the triangles. Coordinates don't enter the energy, only the bonds do. The spins are real-valued functions, and `IsIsing` restricts them to ±1. The sublattice of (x,y) is x + y mod 3, which is well defined because both periods are multiples of three. The order `uud c` turns sublattice c down and leaves the other two up.

```lean
variable {a b : ℕ}

/-- Every spin is up (`1`) or down (`-1`). -/
def IsIsing (s : Site a b → ℝ) : Prop := ∀ r, s r = 1 ∨ s r = -1

/-- The sublattice of the site `(x,y)`, namely `x + y` modulo three. -/
def sublattice (r : Site a b) : ZMod 3 :=
  ZMod.castHom (dvd_mul_right 3 a) (ZMod 3) r.1 +
    ZMod.castHom (dvd_mul_right 3 b) (ZMod 3) r.2

/-- The spin on sublattice `k` when sublattice `c` is down and the others are up. -/
def pattern (c k : ZMod 3) : ℝ := if k = c then -1 else 1

/-- Up-up-down order with the down spins on sublattice `c`. -/
def uud (c : ZMod 3) (r : Site a b) : ℝ := pattern c (sublattice r)
```

**Q:** Does the energy count each bond once? A factor of two would move the critical field.

**A:** Once. Each site contributes its three forward bonds, and the three backward ones belong to its neighbours. `energyPerSite` divides by the number of sites, N = 9ab. The function `triangle` is the energy of three corner spins x, y, z:

T(x,y,z) = J(xy + yz + xz) − (h/3)(x + y + z).

```lean
/-- Energy of a triangle: its three bonds and a third of the field energy of its corners. -/
def triangle (J h x y z : ℝ) : ℝ := J * (x * y + y * z + x * z) - h / 3 * (x + y + z)

/-- The Ising energy with coupling `J` on the bonds `(1,0)`, `(0,1)`, `(1,1)` and field `h`. -/
def energy [NeZero a] [NeZero b] (J h : ℝ) (s : Site a b → ℝ) : ℝ :=
  J * ∑ r, (s r * s (r + e₁ a b) + s r * s (r + e₂ a b) + s r * s (r + e₁ a b + e₂ a b))
    - h * ∑ r, s r

/-- The Ising energy divided by the number of sites. -/
def energyPerSite [NeZero a] [NeZero b] (J h : ℝ) (s : Site a b → ℝ) : ℝ :=
  energy J h s / (Fintype.card (Site a b) : ℝ)
```

**Q:** Why a third of the field but all of the bond? Every bond borders two triangles.

**A:** Those two triangles have opposite orientations, and we sum over one orientation only. Take the triangles r, r+e₁, r+e₁+e₂. Their middle bond is an e₂ step starting at r+e₁, and shifting the summation variable gives

Σ_r s(r+e₁)s(r+e₁+e₂) = Σ_r s(r)s(r+e₂).

So each bond appears once. Each site is a corner of three such triangles, which accounts for h/3. The triangles r, r+e₂, r+e₁+e₂ work in the same way, with the roles of e₁ and e₂ exchanged. The theorem records both decompositions; the proof of the lower bound uses one, and the uniqueness proof below uses both. In the proof, `t` is translation invariance, and `linear_combination` assembles the shifted sums.

```lean
/-- The energy is the sum of triangle energies over either orientation of triangles. -/
theorem energy_eq_triangles [NeZero a] [NeZero b] (J h : ℝ) (s : Site a b → ℝ) :
    energy J h s = ∑ r, triangle J h (s r) (s (r + e₁ a b)) (s (r + e₁ a b + e₂ a b)) ∧
    energy J h s = ∑ r, triangle J h (s r) (s (r + e₂ a b)) (s (r + e₁ a b + e₂ a b)) := by
  -- sums over the torus are translation invariant
  have t : ∀ (f : Site a b → ℝ) (d : Site a b), ∑ r, f (r + d) = ∑ r, f r :=
    fun f d => Equiv.sum_comp (Equiv.addRight d) f
  have h1 : ∑ r, s (r + e₁ a b) * s (r + e₁ a b + e₂ a b) = ∑ r, s r * s (r + e₂ a b) :=
    t (fun r => s r * s (r + e₂ a b)) (e₁ a b)
  have h2 : ∑ r, s (r + e₂ a b) * s (r + e₁ a b + e₂ a b) = ∑ r, s r * s (r + e₁ a b) := by
    rw [← t (fun r => s r * s (r + e₁ a b)) (e₂ a b)]
    exact Finset.sum_congr rfl fun r _ => by rw [add_right_comm r (e₁ a b) (e₂ a b)]
  have h3 := t s (e₁ a b)
  have h4 := t s (e₂ a b)
  have h5 : ∑ r, s (r + e₁ a b + e₂ a b) = ∑ r, s r :=
    (t (fun r => s (r + e₂ a b)) (e₁ a b)).trans h4
  simp only [energy, triangle, Finset.sum_sub_distrib, ← Finset.mul_sum, Finset.sum_add_distrib]
  constructor
  · linear_combination -J * h1 + h / 3 * h3 + h / 3 * h5
  · linear_combination -J * h2 + h / 3 * h4 + h / 3 * h5
```

**Q:** Then the bound is a matter of one triangle?

**A:** Yes. Its energy depends only on the number of up spins:

three up: 3J − h
two up: −J − h/3
one up: −J + h/3
none up: 3J + h

Relative to two up, the other three cost 4J − 2h/3, 2h/3 and 4J + 4h/3. All are nonnegative for 0 ≤ h ≤ 6J and strictly positive for 0 < h < 6J. In the open window, a triangle at the minimum therefore has spin sum 1. Lean splits into the eight sign choices and closes each by linear arithmetic.

```lean
/-- For `0 ≤ h ≤ 6J` no triangle of Ising spins has energy below `-J - h/3`; for
`0 < h < 6J` a triangle with this energy has total spin one. -/
theorem triangle_bound {J h x y z : ℝ} (hx : x = 1 ∨ x = -1) (hy : y = 1 ∨ y = -1)
    (hz : z = 1 ∨ z = -1) :
    (0 ≤ h → h ≤ 6 * J → -J - h / 3 ≤ triangle J h x y z) ∧
    (0 < h → h < 6 * J → triangle J h x y z = -J - h / 3 → x + y + z = 1) := by
  unfold triangle
  constructor
  · intro h0 h6
    rcases hx with rfl | rfl <;> rcases hy with rfl | rfl <;> rcases hz with rfl | rfl <;> linarith
  · intro h0 h6 he
    rcases hx with rfl | rfl <;> rcases hy with rfl | rfl <;> rcases hz with rfl | rfl <;>
      first | (exfalso; linarith) | norm_num
```

**Q:** A bound for each triangle doesn't mean that all triangles can reach it together.

**A:** Up-up-down order shows that they can. Steps along e₁ and e₂ each raise the sublattice index by 1, so the corners of a triangle lie on sublattices k, k+1 and k+2. Exactly one of them is down. `pattern_sum` checks this, and `energy_uud` adds up N triangles of energy −J − h/3.

```lean
lemma pattern_ising (c k : ZMod 3) : pattern c k = 1 ∨ pattern c k = -1 := by
  unfold pattern
  split_ifs <;> simp

lemma pattern_sum (c k : ZMod 3) : pattern c k + pattern c (k + 1) + pattern c (k + 2) = 1 := by
  have H : ∀ c k : ZMod 3, (k = c ∧ k + 1 ≠ c ∧ k + 2 ≠ c) ∨ (k ≠ c ∧ k + 1 = c ∧ k + 2 ≠ c) ∨
      (k ≠ c ∧ k + 1 ≠ c ∧ k + 2 = c) := by decide
  unfold pattern
  rcases H c k with ⟨p, q, r⟩ | ⟨p, q, r⟩ | ⟨p, q, r⟩
  · rw [if_pos p, if_neg q, if_neg r]; norm_num
  · rw [if_neg p, if_pos q, if_neg r]; norm_num
  · rw [if_neg p, if_neg q, if_pos r]; norm_num

/-- Up-up-down order has energy `-J - h/3` per site, for any coupling and field. -/
theorem energy_uud [NeZero a] [NeZero b] (J h : ℝ) (c : ZMod 3) :
    energy J h (uud c : Site a b → ℝ) = Fintype.card (Site a b) * (-J - h / 3) := by
  have key : ∀ x y z : ℝ, (x = 1 ∨ x = -1) → (y = 1 ∨ y = -1) → (z = 1 ∨ z = -1) →
      x + y + z = 1 → triangle J h x y z = -J - h / 3 := by
    intro x y z hx hy hz hs
    rcases hx with rfl | rfl <;> rcases hy with rfl | rfl <;> rcases hz with rfl | rfl <;>
      first | (exfalso; linarith) | (unfold triangle; ring)
  rw [(energy_eq_triangles J h _).1, ← nsmul_eq_mul, ← Finset.card_univ, ← Finset.sum_const]
  refine Finset.sum_congr rfl fun r _ => ?_
  -- the corners of a triangle lie on the three different sublattices
  have s1 : sublattice (r + e₁ a b) = sublattice r + 1 := by
    simp only [sublattice, e₁, Prod.fst_add, Prod.snd_add, map_add, map_one, add_zero]
    ring
  have s2 : sublattice (r + e₁ a b + e₂ a b) = sublattice r + 2 := by
    simp only [sublattice, e₁, e₂, Prod.fst_add, Prod.snd_add, map_add, map_one, add_zero]
    ring
  refine key _ _ _ (pattern_ising _ _) (pattern_ising _ _) (pattern_ising _ _) ?_
  simp only [uud, s1, s2]
  exact pattern_sum c _
```

**Q:** And the minimum itself? I see no hypothesis J > 0.

**A:** The condition 0 ≤ h ≤ 6J forces J ≥ 0, and J = 0 only admits the trivial case h = 0. `IsLeast` says that −J − h/3 is the energy per site of some Ising configuration and that no Ising configuration lies lower. The second clause says that all three up-up-down orders reach it. The proof sums the triangle bound over the torus.

```lean
/-- For `0 ≤ h ≤ 6J` the minimum energy per site over all Ising configurations is
`-J - h/3`, and every up-up-down order attains it. -/
theorem plateau_energy [NeZero a] [NeZero b] {J h : ℝ} (h0 : 0 ≤ h) (h6 : h ≤ 6 * J) :
    IsLeast {e | ∃ s : Site a b → ℝ, IsIsing s ∧ energyPerSite J h s = e} (-J - h / 3) ∧
    ∀ c, energyPerSite J h (uud c : Site a b → ℝ) = -J - h / 3 := by
  have hN : (0 : ℝ) < Fintype.card (Site a b) := by exact_mod_cast Fintype.card_pos
  have hu : ∀ c, energyPerSite J h (uud c : Site a b → ℝ) = -J - h / 3 := fun c => by
    rw [energyPerSite, energy_uud, mul_div_cancel_left₀ _ hN.ne']
  refine ⟨⟨⟨uud 0, fun r => pattern_ising _ _, hu 0⟩, ?_⟩, hu⟩
  rintro e ⟨s, hs, rfl⟩
  rw [energyPerSite, le_div_iff₀ hN, mul_comm, (energy_eq_triangles J h s).1, ← nsmul_eq_mul,
    ← Finset.card_univ, ← Finset.sum_const]
  exact Finset.sum_le_sum fun r _ => (triangle_bound (hs _) (hs _) (hs _)).1 h0 h6
```

**Q:** A minimum energy is not yet a plateau. Other ground states could have another magnetisation.

**A:** Inside the open window there are none. If the total equals the sum of the lower bounds, every triangle meets its bound, so every triangle of either orientation has spin sum 1:

s(r) + s(r+e₁) + s(r+e₁+e₂) = 1
s(r) + s(r+e₂) + s(r+e₁+e₂) = 1.

Subtracting gives s(r+e₁) = s(r+e₂). Steps along the two axes are interchangeable, so s(x,y) = g(x+y), where g(n) = s(n e₁). The first equation at r = n e₁ becomes

g(n) + g(n+1) + g(n+2) = 1.

Two consecutive spins now fix the next. Starting with up, up puts the down spins on sublattice 2; up, down puts them on sublattice 1; and a first spin down forces the next one up and gives sublattice 0. `chain_pattern` is this argument, by induction on n.

```lean
/-- A chain of Ising spins in which any three consecutive spins sum to one repeats
the up-up-down pattern. -/
theorem chain_pattern (g : ℕ → ℝ) (hg : ∀ n, g n = 1 ∨ g n = -1)
    (hs : ∀ n, g n + g (n + 1) + g (n + 2) = 1) : ∃ c, ∀ n : ℕ, g n = pattern c n := by
  have step : ∀ c, g 0 = pattern c 0 → g 1 = pattern c 1 →
      ∀ n : ℕ, g n = pattern c n ∧ g (n + 1) = pattern c ((n : ZMod 3) + 1) := by
    intro c h0 h1 n
    induction n with
    | zero => exact ⟨by simpa using h0, by simpa using h1⟩
    | succ n ih =>
      have hp := pattern_sum c (n : ZMod 3)
      have hn := hs n
      have e : ((n + 1 : ℕ) : ZMod 3) + 1 = (n : ZMod 3) + 2 := by push_cast; ring
      refine ⟨by simpa using ih.2, ?_⟩
      rw [e]
      change g (n + 2) = _
      linarith [ih.1, ih.2]
  -- the first two spins decide which sublattice is down
  rcases hg 0 with p | p
  · rcases hg 1 with q | q
    · exact ⟨2, fun n => (step 2 (p.trans (if_neg (by decide)).symm)
        (q.trans (if_neg (by decide)).symm) n).1⟩
    · exact ⟨1, fun n => (step 1 (p.trans (if_neg (by decide)).symm)
        (q.trans (if_pos rfl).symm) n).1⟩
  · have q : g 1 = 1 := by
      rcases hg 1 with q | q
      · exact q
      · rcases hg 2 with w | w <;> linarith [hs 0]
    exact ⟨0, fun n => (step 0 (p.trans (if_pos rfl).symm)
      (q.trans (if_neg (by decide)).symm) n).1⟩
```

**A:** In the next proof, `U` and `D` are the two triangle equations, `E` is their difference, and `slide` repeats `E` to trade k steps along e₂ for k steps along e₁. The final calculation writes r as x steps along e₁ and y along e₂, and reads off the pattern.

```lean
/-- For `0 < h < 6J` an Ising configuration has energy `-J - h/3` per site exactly when
it is an up-up-down order. -/
theorem ground_state_iff [NeZero a] [NeZero b] {J h : ℝ} (h0 : 0 < h) (h6 : h < 6 * J)
    {s : Site a b → ℝ} (hs : IsIsing s) :
    energyPerSite J h s = -J - h / 3 ↔ ∃ c, s = uud c := by
  have hN : (0 : ℝ) < Fintype.card (Site a b) := by exact_mod_cast Fintype.card_pos
  constructor
  swap
  · rintro ⟨c, rfl⟩
    exact (plateau_energy h0.le h6.le).2 c
  intro he
  rw [energyPerSite, div_eq_iff hN.ne', mul_comm, ← nsmul_eq_mul, ← Finset.card_univ,
    ← Finset.sum_const] at he
  -- every triangle of either orientation saturates its bound
  have U : ∀ r, s r + s (r + e₁ a b) + s (r + e₁ a b + e₂ a b) = 1 := fun r =>
    (triangle_bound (hs _) (hs _) (hs _)).2 h0 h6 (((Finset.sum_eq_sum_iff_of_le fun r _ =>
      (triangle_bound (hs _) (hs _) (hs _)).1 h0.le h6.le).1
        (he.symm.trans (energy_eq_triangles J h s).1) r (Finset.mem_univ r)).symm)
  have D : ∀ r, s r + s (r + e₂ a b) + s (r + e₁ a b + e₂ a b) = 1 := fun r =>
    (triangle_bound (hs _) (hs _) (hs _)).2 h0 h6 (((Finset.sum_eq_sum_iff_of_le fun r _ =>
      (triangle_bound (hs _) (hs _) (hs _)).1 h0.le h6.le).1
        (he.symm.trans (energy_eq_triangles J h s).2) r (Finset.mem_univ r)).symm)
  have E : ∀ r, s (r + e₂ a b) = s (r + e₁ a b) := fun r => by linarith [U r, D r]
  -- hence steps along the two axes are interchangeable
  have slide : ∀ (k : ℕ) (r : Site a b), s (r + k • e₂ a b) = s (r + k • e₁ a b) := by
    intro k
    induction k with
    | zero => intro r; simp
    | succ k ih =>
      intro r
      rw [succ_nsmul, succ_nsmul, ← add_assoc, ← add_assoc, E, add_right_comm, ih,
        add_right_comm]
  obtain ⟨c, hc⟩ := chain_pattern (fun n => s (n • e₁ a b)) (fun n => hs _) (fun n => by
    have hu := U (n • e₁ a b)
    rw [E (n • e₁ a b + e₁ a b)] at hu
    have w : (n + 2) • e₁ a b = n • e₁ a b + e₁ a b + e₁ a b := by
      rw [add_nsmul, two_nsmul, add_assoc]
    simp only [w, succ_nsmul]
    exact hu)
  refine ⟨c, funext fun r => ?_⟩
  have hr : r = r.1.val • e₁ a b + r.2.val • e₂ a b :=
    Prod.ext (by simp [e₁, e₂]) (by simp [e₁, e₂])
  have c1 : ZMod.castHom (dvd_mul_right 3 a) (ZMod 3) r.1 = (r.1.val : ZMod 3) := by
    conv_lhs => rw [← ZMod.natCast_zmod_val r.1]
    rw [map_natCast]
  have c2 : ZMod.castHom (dvd_mul_right 3 b) (ZMod 3) r.2 = (r.2.val : ZMod 3) := by
    conv_lhs => rw [← ZMod.natCast_zmod_val r.2]
    rw [map_natCast]
  have hsub : sublattice r = ((r.1.val + r.2.val : ℕ) : ZMod 3) := by
    rw [sublattice, c1, c2, Nat.cast_add]
  calc s r = s (r.1.val • e₁ a b + r.2.val • e₂ a b) := congrArg s hr
    _ = s ((r.1.val + r.2.val) • e₁ a b) := by rw [slide, add_nsmul]
    _ = uud c r := by rw [uud, hsub]; exact hc _
```

**Q:** So the magnetisation is 1/3 because two spins in three are up?

**A:** Yes: (1 + 1 − 1)/3 = 1/3. Lean gets it from the energy formula, which holds for any J and h. At J = 0, h = 1 it reads −Σ_r s(r) = −N/3.

```lean
/-- For `0 < h < 6J` every Ising configuration of energy `-J - h/3` per site has
magnetisation one third per site. -/
theorem plateau_magnetisation [NeZero a] [NeZero b] {J h : ℝ} (h0 : 0 < h) (h6 : h < 6 * J)
    {s : Site a b → ℝ} (hs : IsIsing s) (he : energyPerSite J h s = -J - h / 3) :
    (∑ r, s r) / (Fintype.card (Site a b) : ℝ) = 1 / 3 := by
  have hN : (0 : ℝ) < Fintype.card (Site a b) := by exact_mod_cast Fintype.card_pos
  obtain ⟨c, rfl⟩ := (ground_state_iff h0 h6 hs).1 he
  -- without coupling and at unit field the energy is minus the magnetisation
  have m := energy_uud (a := a) (b := b) 0 1 c
  rw [energy] at m
  rw [div_eq_iff hN.ne']
  linarith
```

**Q:** What happens at the edges of the window?

**A:** The energy formula includes them, but the uniqueness and magnetisation theorems don't. At h = 0, reversing all spins costs nothing, so magnetisation −1/3 is equally good. At the upper edge one competitor is the fully polarised state, with energy 3J − h per site. It lies below −J − h/3 exactly when 4J < 2h/3, that is, when h > 6J. The last theorem makes this comparison; it doesn't identify the minimum above 6J.

```lean
/-- The fully polarised state has energy per site below `-J - h/3` exactly when `h > 6J`. -/
theorem polarised_below_iff [NeZero a] [NeZero b] (J h : ℝ) :
    energyPerSite J h (fun _ : Site a b => 1) < -J - h / 3 ↔ 6 * J < h := by
  have hN : (0 : ℝ) < Fintype.card (Site a b) := by exact_mod_cast Fintype.card_pos
  have e : energy J h (fun _ : Site a b => 1) = Fintype.card (Site a b) * (3 * J - h) := by
    simp only [energy, Finset.sum_const, Finset.card_univ, nsmul_eq_mul]
    ring
  rw [energyPerSite, e, mul_div_cancel_left₀ _ hN.ne']
  constructor <;> intro H <;> linarith

end

end TriangularIsingPlateau
```

```lean
#print axioms TriangularIsingPlateau.ground_state_iff
#print axioms TriangularIsingPlateau.plateau_magnetisation
#print axioms TriangularIsingPlateau.polarised_below_iff
```

```
'TriangularIsingPlateau.ground_state_iff' depends on axioms: [propext, Classical.choice, Quot.sound]
'TriangularIsingPlateau.plateau_magnetisation' depends on axioms: [propext, Classical.choice, Quot.sound]
'TriangularIsingPlateau.polarised_below_iff' depends on axioms: [propext, Classical.choice, Quot.sound]
```

**Q:** And if my simulation cell has a period that is not a multiple of three?

**A:** Then these theorems don't apply. For a cell that is periodic along e₁ and e₂, as here, the three-sublattice pattern doesn't close around a period that is not a multiple of three, so choose both periods divisible by three before using −J − h/3 as the reference.
